# With continuous matrix elements, the central-difference pressure diverges at vanishing step where a coupled second plane wave enters the basis

Let V be the cell volume and V0 the volume at which a second plane wave passes below a fixed kinetic-energy cutoff. Uniform expansion shortens the reciprocal lattice vectors, so the new wave is absent for V < V0 and present for V ≥ V0. The first wave has the real energy a(V), the second the real energy c(V), and the complex number b(V) couples them. All three may depend on volume. Energies and volumes are plain real numbers in any consistent units, and the two waves are taken as orthonormal.

The pressure is p = −dE/dV, so a central difference of the energy E estimates −p. The step h is positive and decreases to 0, which Lean writes as the filter `𝓝[>] 0`.

```lean
import Mathlib

open Filter Topology Matrix ComplexConjugate

namespace PlaneWaveCutoffStress

noncomputable section
```

In the basis of the two waves the Hamiltonian is the Hermitian matrix

    H = [[a, b], [b̄, c]],

where b̄ is the complex conjugate of b. A real coupling is the special case b̄ = b. Lean numbers the two waves 0 and 1 through the index type `Fin 2`.

```lean
/-- Hamiltonian of two plane waves with energies `a` and `c` and complex coupling `b`. -/
def hamiltonian (a : ℝ) (b : ℂ) (c : ℝ) : Matrix (Fin 2) (Fin 2) ℂ :=
  !![(a : ℂ), b; conj b, (c : ℂ)]
```

Write λ(a, b, c) for the lower root of the secular equation,

    λ(a, b, c) = (a + c)/2 − √( ((a − c)/2)² + |b|² ).

At this point λ is only a formula. That it is the ground-state energy of H is shown below.

```lean
/-- The lower root of the secular equation of the two-wave Hamiltonian. -/
def lowestLevel (a : ℝ) (b : ℂ) (c : ℝ) : ℝ :=
  (a + c) / 2 - √(((a - c) / 2) ^ 2 + ‖b‖ ^ 2)
```

The energy at fixed cutoff is then piecewise:

    E(V) = a(V)                    for V < V0,
    E(V) = λ(a(V), b(V), c(V))     for V ≥ V0.

Assigning V0 itself to the upper branch has no effect on what follows, because a central difference about V0 with h > 0 never evaluates E at V0.

```lean
/-- Energy as a function of volume when the second plane wave enters the basis at `V0`:
one wave below `V0`, the lowest level of two waves from `V0` on. -/
def cutoffEnergy (a : ℝ → ℝ) (b : ℝ → ℂ) (c : ℝ → ℝ) (V0 V : ℝ) : ℝ :=
  if V < V0 then a V else lowestLevel (a V) (b V) (c V)
```

The central difference at volume V with step h is

    D(h) = ( E(V + h) − E(V − h) ) / (2h).

```lean
/-- Central difference quotient of the energy `E` at volume `V` with step `h ≠ 0`. -/
def centralDifference (E : ℝ → ℝ) (V h : ℝ) : ℝ :=
  (E (V + h) - E (V - h)) / (2 * h)
```

This is a non-interacting model with one or two basis functions. It leaves out self-consistency, the k-point sum, and the overlap matrix and augmentation charges of the projector augmented-wave (PAW) method.

## The ground state of two coupled waves

A real number x is an eigenvalue of H when Hv = xv for some nonzero vector v. The vector need not be normalised, since v/‖v‖ satisfies the same equation. Such a v exists exactly when H − x·1 is singular, that is, when

    0 = det(H − x·1) = (a − x)(c − x) − b b̄ = (x − a)(x − c) − |b|².

In the Lean proof, `hM` writes out the entries of H − x·1 and `hdet` evaluates the determinant, using b b̄ = |b|². The Mathlib lemma `Matrix.exists_mulVec_eq_zero_iff` supplies the equivalence between a vanishing determinant and a nonzero null vector.

```lean
/-- A real number `x` is an eigenvalue of the two-wave Hamiltonian exactly when it solves
the secular equation. -/
theorem eigenvalue_iff (a : ℝ) (b : ℂ) (c x : ℝ) :
    (∃ v : Fin 2 → ℂ, v ≠ 0 ∧ hamiltonian a b c *ᵥ v = (x : ℂ) • v) ↔
      (x - a) * (x - c) = ‖b‖ ^ 2 := by
  have hM : hamiltonian a b c - (x : ℂ) • (1 : Matrix (Fin 2) (Fin 2) ℂ) =
      !![(a : ℂ) - x, b; conj b, (c : ℂ) - x] := by
    ext i j
    fin_cases i <;> fin_cases j <;> simp [hamiltonian]
  have hdet : (hamiltonian a b c - (x : ℂ) • (1 : Matrix (Fin 2) (Fin 2) ℂ)).det =
      (((x - a) * (x - c) - ‖b‖ ^ 2 : ℝ) : ℂ) := by
    have hb : b * conj b = ((‖b‖ ^ 2 : ℝ) : ℂ) := by
      rw [Complex.mul_conj, Complex.normSq_eq_norm_sq]
    rw [hM, Matrix.det_fin_two_of]
    push_cast at hb ⊢
    linear_combination -hb
  have key := Matrix.exists_mulVec_eq_zero_iff
    (M := hamiltonian a b c - (x : ℂ) • (1 : Matrix (Fin 2) (Fin 2) ℂ))
  simp only [Matrix.sub_mulVec, Matrix.smul_mulVec, Matrix.one_mulVec, sub_eq_zero] at key
  rw [key, hdet, Complex.ofReal_eq_zero, sub_eq_zero]
```

To find the smallest root, complete the square with the mean energy m = (a + c)/2:

    (x − a)(x − c) = (x − m)² − ((a − c)/2)².

The secular equation becomes

    (x − m)² = s²,   with s = √( ((a − c)/2)² + |b|² ).

Its roots are m − s and m + s, and λ = m − s is the smaller.

`IsLeast` contains two statements, and the proof treats them in turn. First, λ is an eigenvalue, which follows by inserting the formula and using s² = ((a − c)/2)² + |b|². Second, every real eigenvalue x satisfies |x − m| ≤ s by `Real.abs_le_sqrt`, hence x ≥ m − s. As H is Hermitian, restricting to real x loses no eigenvalue.

```lean
/-- `lowestLevel` is the smallest real eigenvalue of the two-wave Hamiltonian. -/
theorem lowestLevel_isLeast (a : ℝ) (b : ℂ) (c : ℝ) :
    IsLeast {x : ℝ | ∃ v : Fin 2 → ℂ, v ≠ 0 ∧ hamiltonian a b c *ᵥ v = (x : ℂ) • v}
      (lowestLevel a b c) := by
  constructor
  · refine (eigenvalue_iff a b c _).mpr ?_
    have hs := Real.sq_sqrt (show 0 ≤ ((a - c) / 2) ^ 2 + ‖b‖ ^ 2 by positivity)
    unfold lowestLevel
    linear_combination hs
  · intro x hx
    have hx' := (eigenvalue_iff a b c x).mp hx
    -- every root differs from the mean energy by at most the square root in `lowestLevel`
    have h := Real.abs_le_sqrt
      (show (x - (a + c) / 2) ^ 2 ≤ ((a - c) / 2) ^ 2 + ‖b‖ ^ 2 by nlinarith)
    have h' := (abs_le.mp h).1
    unfold lowestLevel
    linarith
```

## The entering wave lowers the energy by a finite amount

If b ≠ 0, then |b|² > 0 and

    ((c − a)/2)² < ((a − c)/2)² + |b|² = s²,

so (c − a)/2 < s. Therefore

    λ = (a + c)/2 − s < (a + c)/2 − (c − a)/2 = a.

This holds whether the second wave lies above, below or level with the first. The lemma `Real.lt_sqrt_of_sq_lt` takes the square root in the inequality, and `linarith` does the final subtraction.

```lean
/-- A nonzero coupling puts the lowest level strictly below the energy of the first wave. -/
theorem lowestLevel_lt (a c : ℝ) {b : ℂ} (hb : b ≠ 0) : lowestLevel a b c < a := by
  have hn : 0 < ‖b‖ := norm_pos_iff.mpr hb
  have h := Real.lt_sqrt_of_sq_lt
    (show ((c - a) / 2) ^ 2 < ((a - c) / 2) ^ 2 + ‖b‖ ^ 2 by nlinarith [pow_pos hn 2])
  unfold lowestLevel
  linarith
```

Now compare the two sides of V0. For every h > 0, the point V0 + h lies on the two-wave branch and V0 − h on the one-wave branch, so

    E(V0 + h) − E(V0 − h) = λ(a(V0 + h), b(V0 + h), c(V0 + h)) − a(V0 − h).

The function λ is built from sums, squares, a norm and a square root, all of them continuous. If a, b and c are continuous at V0, the difference tends to the jump

    J = λ(a(V0), b(V0), c(V0)) − a(V0).

In Lean, `hL` is the continuity of the two-wave level at V0, while `hp` and `hm` say that V0 + h and V0 − h tend to V0. The last lines select the correct branch of the `if` on each side, which is legitimate because the filter sees only positive h. Continuity is asked for at the single point V0.

```lean
/-- For matrix elements continuous at `V0`, the energy difference across `V0` tends to the
lowest two-wave level minus the one-wave energy. -/
theorem energy_jump {a c : ℝ → ℝ} {b : ℝ → ℂ} {V0 : ℝ} (ha : ContinuousAt a V0)
    (hb : ContinuousAt b V0) (hc : ContinuousAt c V0) :
    Tendsto (fun h => cutoffEnergy a b c V0 (V0 + h) - cutoffEnergy a b c V0 (V0 - h))
      (𝓝[>] 0) (𝓝 (lowestLevel (a V0) (b V0) (c V0) - a V0)) := by
  have hL : ContinuousAt (fun V => lowestLevel (a V) (b V) (c V)) V0 :=
    ((ha.add hc).div_const 2).sub
      ((((ha.sub hc).div_const 2).pow 2).add (hb.norm.pow 2)).sqrt
  have hp : Tendsto (fun h : ℝ => V0 + h) (𝓝[>] 0) (𝓝 V0) := by
    have k : Continuous (fun h : ℝ => V0 + h) := by fun_prop
    have k0 := k.tendsto 0
    simp only [add_zero] at k0
    exact k0.mono_left nhdsWithin_le_nhds
  have hm : Tendsto (fun h : ℝ => V0 - h) (𝓝[>] 0) (𝓝 V0) := by
    have k : Continuous (fun h : ℝ => V0 - h) := by fun_prop
    have k0 := k.tendsto 0
    simp only [sub_zero] at k0
    exact k0.mono_left nhdsWithin_le_nhds
  refine ((hL.tendsto.comp hp).sub (ha.tendsto.comp hm)).congr' ?_
  filter_upwards [self_mem_nhdsWithin] with h hh
  have hpos : 0 < h := hh
  have h1 : ¬ V0 + h < V0 := by linarith
  have h2 : V0 - h < V0 := by linarith
  simp only [Function.comp_apply, cutoffEnergy, if_neg h1, if_pos h2]
```

## The central difference tends to minus infinity

Split the quotient at V0 into two factors:

    D(h) = ( E(V0 + h) − E(V0 − h) ) · 1/(2h).

The first factor tends to J, which is strictly negative when b(V0) ≠ 0. The second tends to +∞. Their product tends to −∞, and the estimated pressure −D(h) therefore tends to +∞.

In the theorem, `atBot` expresses this limit: for every real bound B there is a δ > 0 such that D(h) ≤ B whenever 0 < h < δ. The hypothesis `hb0` says that the entering wave interacts with the one already present, for instance through a nonzero Fourier component of the crystal potential.

```lean
/-- If the matrix elements are continuous at `V0` and the entering plane wave is coupled
there, the central difference of the energy at `V0` tends to minus infinity as the step
decreases to zero. -/
theorem centralDifference_diverges {a c : ℝ → ℝ} {b : ℝ → ℂ} {V0 : ℝ}
    (ha : ContinuousAt a V0) (hb : ContinuousAt b V0) (hc : ContinuousAt c V0)
    (hb0 : b V0 ≠ 0) :
    Tendsto (centralDifference (cutoffEnergy a b c V0) V0) (𝓝[>] 0) atBot := by
  have hg : Tendsto (fun h : ℝ => h⁻¹ * (1 / 2)) (𝓝[>] 0) atTop :=
    tendsto_inv_nhdsGT_zero.atTop_mul_const (by norm_num)
  -- a negative jump is divided by a vanishing step
  refine (Tendsto.neg_mul_atTop (sub_neg.mpr (lowestLevel_lt (a V0) (c V0) hb0))
    (energy_jump ha hb hc) hg).congr (fun h => ?_)
  unfold centralDifference
  ring
```

The Mathlib lemma that carries this step is `Tendsto.neg_mul_atTop`. It takes a negative number C, a function f tending to C and a function g tending to +∞, and returns that f·g tends to −∞. Behind it is a short estimate. Eventually f < C/2 and g > 0, so f·g ≤ (C/2)·g, and the right-hand side falls without bound. The lemma needs both limits along the same filter. This is why the jump was computed along `𝓝[>] 0`: on that side 1/(2h) tends to +∞, whereas on a two-sided neighbourhood of 0 it takes both signs. The three arguments of the lemma are the sign of J from `lowestLevel_lt`, the limit from `energy_jump`, and the growth of 1/(2h) from `hg`. What remains is the identity between the product and the quotient, which `ring` closes.

A minimal mathematical instance is a = c = 0 and b = 1 at all volumes. It does not describe a real crystal, where the kinetic energy of a wave that crosses the cutoff changes with volume. Then E is 0 below V0 and −1 from V0 on, and D(h) = −1/(2h). The energy is flat on either side of V0, yet the quotient diverges.

Continuity without any condition on the coupling is not enough. Take, again as a purely mathematical example, a = 0, b = 0 and c = 1 at all volumes. Then λ = 1/2 − 1/2 = 0, the energy is 0 everywhere, and D(h) = 0 for every h > 0. The new wave is present but the ground state does not use it. What the argument needs from the coupling is J < 0. An uncoupled wave with c(V0) < a(V0) would also provide this, since λ is then c(V0).

## How fast it diverges

Multiplying the quotient by the step removes the singular factor:

    h · D(h) = ( E(V0 + h) − E(V0 − h) ) / 2 → J/2.

When J ≠ 0, D(h) therefore behaves to leading order as J/(2h), and halving a small step roughly doubles the spurious pressure. The theorem itself needs no coupling. If J = 0, it says only that h · D(h) tends to 0. The Lean proof divides the limit in `energy_jump` by 2 and cancels h, which is nonzero along the filter.

```lean
/-- For matrix elements continuous at `V0`, the step times the central difference tends to
half the energy jump. -/
theorem divergence_rate {a c : ℝ → ℝ} {b : ℝ → ℂ} {V0 : ℝ} (ha : ContinuousAt a V0)
    (hb : ContinuousAt b V0) (hc : ContinuousAt c V0) :
    Tendsto (fun h => h * centralDifference (cutoffEnergy a b c V0) V0 h) (𝓝[>] 0)
      (𝓝 ((lowestLevel (a V0) (b V0) (c V0) - a V0) / 2)) := by
  refine ((energy_jump ha hb hc).div_const 2).congr' ?_
  filter_upwards [self_mem_nhdsWithin] with h hh
  have hne : h ≠ 0 := (Set.mem_Ioi.mp hh).ne'
  unfold centralDifference
  field_simp
```

For simulation practice, this two-wave model shows why a smaller volume step need not improve a finite-difference pressure at fixed cutoff: if a coupled wave enters the basis between the two volumes, the energy difference contains a jump that does not shrink with the step as long as V0 stays between them. At a fixed volume other than V0, the jump drops out once the step is smaller than the distance to V0.

## The same two waves at every volume

When the matrix elements are differentiable and the waves are coupled, the divergence comes from the change of basis, as a comparison with a fixed basis shows. First, let E be any function with derivative E′ at V. The difference

    F(h) = E(V + h) − E(V − h)

satisfies F(0) = 0 and has derivative E′ − (−E′) = 2E′ at h = 0. Hence

    D(h) = (1/2) · F(h)/h → (1/2) · 2E′ = E′.

The Lean proof follows this route. `h1` and `h2` differentiate the two shifted energies, and `k` is the limit of the slope of F, restricted to positive h and multiplied by 1/2.

```lean
/-- Where the energy is differentiable, its central difference tends to the derivative. -/
theorem centralDifference_tendsto {E : ℝ → ℝ} {E' V : ℝ} (hE : HasDerivAt E E' V) :
    Tendsto (centralDifference E V) (𝓝[>] 0) (𝓝 E') := by
  have h1 : HasDerivAt (fun h => E (V + h)) E' 0 :=
    HasDerivAt.comp_const_add V 0 (by simpa using hE)
  have h2 : HasDerivAt (fun h => E (V - h)) (-E') 0 :=
    HasDerivAt.comp_const_sub V 0 (by simpa using hE)
  have k := ((hasDerivAt_iff_tendsto_slope_zero.mp (h1.fun_sub h2)).mono_left
    (nhdsWithin_mono 0 (fun y hy => (Set.mem_Ioi.mp hy).ne'))).const_mul (1 / 2)
  have e : 1 / 2 * (E' - -E') = E' := by ring
  rw [e] at k
  refine k.congr (fun h => ?_)
  simp only [centralDifference, zero_add, add_zero, sub_zero, smul_eq_mul]
  ring
```

Now keep both waves on both sides of V, so that the energy is λ(a, b, c) at every volume. Let a′, b′ and c′ be the derivatives of the matrix elements with respect to volume at V. The quantity under the square root has the derivative

    (s²)′ = (a − c)(a′ − c′)/2 + 2 Re(b̄ b′).

For s > 0 we have s′ = (s²)′/(2s), and so

    λ′ = (a′ + c′)/2 − [ (a − c)(a′ − c′)/4 + Re(b̄ b′) ] / s.

The central difference tends to this finite number. In the Lean statement, `inner ℝ (b V) b'` is Re(b̄ b′), the scalar product of two complex numbers regarded as vectors in the plane. The hypothesis b(V) ≠ 0 ensures s > 0, where the square root is differentiable; a(V) ≠ c(V) would ensure it too. In the proof, `hu` differentiates the squared half-difference of the energies, `hs` the square root, and `centralDifference_tendsto` turns the resulting derivative into a limit of central differences.

```lean
/-- With both waves kept at all volumes, differentiable matrix elements and nonzero coupling
at `V`, the central difference tends to the stated finite derivative. -/
theorem fixed_basis_converges {a c : ℝ → ℝ} {b : ℝ → ℂ} {a' c' V : ℝ} {b' : ℂ}
    (ha : HasDerivAt a a' V) (hb : HasDerivAt b b' V) (hc : HasDerivAt c c' V)
    (hb0 : b V ≠ 0) :
    Tendsto (centralDifference (fun W => lowestLevel (a W) (b W) (c W)) V) (𝓝[>] 0)
      (𝓝 ((a' + c') / 2 - ((a V - c V) * (a' - c') / 4 + inner ℝ (b V) b') /
        √(((a V - c V) / 2) ^ 2 + ‖b V‖ ^ 2))) := by
  have hu : HasDerivAt (fun W => ((a W - c W) / 2) ^ 2)
      ((a V - c V) * (a' - c') / 2) V :=
    (((ha.fun_sub hc).div_const 2).fun_pow 2).congr_deriv (by
      simp only [Nat.cast_ofNat, Nat.reduceSub, pow_one]
      ring)
  have hne : ((a V - c V) / 2) ^ 2 + ‖b V‖ ^ 2 ≠ 0 := by
    have hn : 0 < ‖b V‖ := norm_pos_iff.mpr hb0
    positivity
  have hs := (hu.fun_add hb.norm_sq).sqrt hne
  apply centralDifference_tendsto
  exact (((ha.fun_add hc).div_const 2).fun_sub hs).congr_deriv (by ring)

end

end PlaneWaveCutoffStress
```

The limit is the energy derivative within the two-wave basis. How close it comes to the derivative in a complete basis is a separate question of convergence with the cutoff.

```lean
#print axioms PlaneWaveCutoffStress.lowestLevel_isLeast
#print axioms PlaneWaveCutoffStress.centralDifference_diverges
#print axioms PlaneWaveCutoffStress.divergence_rate
#print axioms PlaneWaveCutoffStress.fixed_basis_converges
```

```
'PlaneWaveCutoffStress.lowestLevel_isLeast' depends on axioms: [propext, Classical.choice, Quot.sound]
'PlaneWaveCutoffStress.centralDifference_diverges' depends on axioms: [propext, Classical.choice, Quot.sound]
'PlaneWaveCutoffStress.divergence_rate' depends on axioms: [propext, Classical.choice, Quot.sound]
'PlaneWaveCutoffStress.fixed_basis_converges' depends on axioms: [propext, Classical.choice, Quot.sound]
```
